# For every positive local sum, a finite momentum grid has exactly one stable Moriya shift

Let $r_q$ be real inverse susceptibilities on a finite nonempty momentum grid, and let $S>0$. Then exactly one real $\lambda$ makes every $r_q+\lambda$ positive and the grid average of $1/(r_q+\lambda)$ equal to $S$. At this $\lambda$ no corrected susceptibility exceeds $NS$, where $N$ is the number of momenta, so none diverges on the grid.

## A sum rule that ladder susceptibilities can violate

In ladder extensions of dynamical mean-field theory, the momentum average of the lattice susceptibility need not agree with the local susceptibility of the impurity model. The ladder can also pass through a spurious magnetic transition, beyond which some $r_q$ are negative. The Moriya correction adds one constant $\lambda$ to all inverse susceptibilities and fixes it by the local sum rule. Write

$$\chi_q(\lambda)=\frac{1}{r_q+\lambda},\qquad X(\lambda)=\frac1N\sum_q\chi_q(\lambda).$$

In ladder calculations the sum rule commonly also sums over Matsubara frequencies. The simplified condition studied here keeps only the momentum average at one fixed frequency: $X(\lambda)=S$, where $S$ stands for the local susceptibility supplied by the impurity model at that frequency. It is taken as given and positive.

## The statement and its Lean form

The grid is a finite type `ι`, the inverse susceptibilities are a function `r : ι → ℝ`, and $\lambda$ is written `l`. Then `corrected r l q` is $\chi_q(\lambda)$, `localSum r l` is $X(\lambda)$, and `Stable r l` says that $r_q+\lambda>0$ for all $q$. The main theorem, `existsUnique_shift`, says that for `0 < S` there is exactly one `l` with `Stable r l ∧ localSum r l = S`. It puts no sign condition on `r`.

The version for given susceptibilities $x_q>0$ is `existsUnique_shift_of_pos`. It writes the corrected susceptibility as $x_q/(1+\lambda x_q)$ and stability as $1+\lambda x_q>0$.

The model has one real number per grid point, equal weights, and an $r_q$ that does not change with $\lambda$. Infinite Matsubara sums and a self-consistent update of the ladder are not covered. Nor is the limit $N\to\infty$: the bound $NS$ grows with the grid, so it does not decide whether order appears in the infinite system.

## Uniqueness from monotonicity

Let $a<b$ with $r_q+a>0$ for all $q$. Then $0<r_q+a<r_q+b$, hence $\chi_q(b)<\chi_q(a)$ for every $q$, and averaging gives $X(b)<X(a)$. Two different stable shifts therefore cannot give the same $S$.

The sign of $\lambda$ follows too. Suppose that $0$ and $\lambda$ are both stable. If $\lambda>0$, then $X(\lambda)<X(0)$. If $\lambda\le 0$, then $X(\lambda)\ge X(0)$. The shift is thus positive exactly when it lowers the local susceptibility.

## The bound and a bracket for the solution

For a stable $\lambda$ all terms are positive, so one term is at most the whole sum:

$$\chi_q(\lambda)\le\sum_p\chi_p(\lambda)=N\,X(\lambda).$$

When $X(\lambda)=S$, this is the bound $NS$.

For existence, let $q_0$ be the softest mode, so that $r_{q_0}\le r_q$ for all $q$, and set

$$\lambda_-=\frac{1}{NS}-r_{q_0},\qquad \lambda_+=\frac1S-r_{q_0}.$$

Since $N\ge1$, we have $\lambda_-\le\lambda_+$. For $\lambda\ge\lambda_-$ every denominator is at least $1/(NS)>0$, so the whole bracket is stable and $X$ is continuous on it.

- At $\lambda_-$ the softest mode has $\chi_{q_0}=NS$. The bound gives $NS\le N\,X(\lambda_-)$, hence $X(\lambda_-)\ge S$.
- At $\lambda_+$ every denominator is at least $1/S$. Each $\chi_q$ is at most $S$, hence $X(\lambda_+)\le S$.

The intermediate value theorem gives a solution in $[\lambda_-,\lambda_+]$. For this one-parameter correction on a finite grid, the two endpoints can serve as the starting interval of a bisection.

For $x_q>0$, put $r_q=1/x_q$. Then $r_q+\lambda=(1+\lambda x_q)/x_q$, which is positive exactly when $1+\lambda x_q$ is, and its reciprocal is $x_q/(1+\lambda x_q)$.

## Two momenta beyond a spurious transition

Take $r=(-1,1)$ and $S=2/3$. The sum rule reads

$$\frac12\left(\frac1{\lambda-1}+\frac1{\lambda+1}\right)=\frac{\lambda}{\lambda^2-1}=\frac23,$$

that is, $2\lambda^2-3\lambda-2=0$, with roots $\lambda=2$ and $\lambda=-1/2$. The first gives susceptibilities $1$ and $1/3$; it lies in the bracket $[7/4,5/2]$ and respects the bound $NS=4/3$. The second gives $-2/3$ and $2$, which has the right average but is unstable.

Adding $2$ to both $r_q$ and subtracting $2$ from $\lambda$ changes no corrected susceptibility. This turns the example into the one in `unstable_second_root`, with $r=(1,3)$ and roots $0$ and $-5/2$.

## The complete Lean file

```lean
import Mathlib

open Finset

namespace MoriyaCorrection

noncomputable section

variable {ι : Type*}

/-- The corrected susceptibility `1 / (r q + l)` at momentum `q`, where `r` is the inverse
susceptibility and `l` the Moriya shift; its domain is `r q + l ≠ 0`. -/
def corrected (r : ι → ℝ) (l : ℝ) (q : ι) : ℝ := 1 / (r q + l)

/-- The shift `l` is stable if every corrected inverse susceptibility is positive. -/
def Stable (r : ι → ℝ) (l : ℝ) : Prop := ∀ q, 0 < r q + l

variable [Fintype ι]

/-- The local susceptibility: the average of the corrected susceptibility over a nonempty
momentum grid, for shifts with `r q + l ≠ 0` at every `q`. -/
def localSum (r : ι → ℝ) (l : ℝ) : ℝ := (∑ q, corrected r l q) / (Fintype.card ι : ℝ)

/-- On a nonempty grid, raising the shift from a stable value strictly lowers the local
susceptibility. -/
theorem localSum_strictAnti [Nonempty ι] {r : ι → ℝ} {a b : ℝ}
    (ha : Stable r a) (hab : a < b) : localSum r b < localSum r a := by
  have hN : (0 : ℝ) < Fintype.card ι := by exact_mod_cast Fintype.card_pos
  unfold localSum
  apply div_lt_div_of_pos_right _ hN
  apply Finset.sum_lt_sum_of_nonempty Finset.univ_nonempty
  intro q _
  exact one_div_lt_one_div_of_lt (ha q) (by linarith)

/-- On a nonempty grid where the uncorrected and the corrected inverse susceptibilities are all
positive, the shift is positive exactly when it lowers the local susceptibility. -/
theorem shift_pos_iff [Nonempty ι] {r : ι → ℝ} {l : ℝ}
    (h0 : Stable r 0) (hl : Stable r l) : 0 < l ↔ localSum r l < localSum r 0 := by
  constructor
  · exact fun h => localSum_strictAnti h0 h
  · intro h
    by_contra hn
    rcases (not_lt.mp hn).lt_or_eq with h1 | h1
    · exact lt_asymm h (localSum_strictAnti hl h1)
    · rw [h1] at h
      exact lt_irrefl _ h

/-- On a finite grid, for a stable shift, the corrected susceptibility at each momentum is at most
the number of momenta times the local susceptibility. -/
theorem corrected_le {r : ι → ℝ} {l : ℝ} (h : Stable r l) (q : ι) :
    corrected r l q ≤ (Fintype.card ι : ℝ) * localSum r l := by
  have : Nonempty ι := ⟨q⟩
  have hN : (Fintype.card ι : ℝ) ≠ 0 := by exact_mod_cast Fintype.card_ne_zero
  have e : (Fintype.card ι : ℝ) * localSum r l = ∑ p, corrected r l p := by
    unfold localSum
    field_simp
  rw [e]
  -- one positive term is bounded by the whole sum
  exact Finset.single_le_sum (f := corrected r l)
    (fun p _ => (one_div_pos.mpr (h p)).le) (Finset.mem_univ q)

/-- If `q₀` is the softest mode and `S > 0`, the sum rule has a solution for which the corrected
inverse susceptibility at `q₀` lies between `1 / (N S)` and `1 / S`, with `N` the number of
momenta. -/
theorem exists_shift_in_bracket (r : ι → ℝ) {S : ℝ} (hS : 0 < S) (q₀ : ι)
    (hq : ∀ q, r q₀ ≤ r q) :
    ∃ l ∈ Set.Icc (1 / ((Fintype.card ι : ℝ) * S) - r q₀) (1 / S - r q₀),
      localSum r l = S := by
  have : Nonempty ι := ⟨q₀⟩
  have hN : (0 : ℝ) < Fintype.card ι := by exact_mod_cast Fintype.card_pos
  have hN1 : (1 : ℝ) ≤ Fintype.card ι := by
    exact_mod_cast Nat.succ_le_of_lt (Fintype.card_pos (α := ι))
  have hlo : 0 < 1 / ((Fintype.card ι : ℝ) * S) := by positivity
  have hle : 1 / ((Fintype.card ι : ℝ) * S) ≤ 1 / S :=
    one_div_le_one_div_of_le hS (by nlinarith)
  have stab : ∀ l, 1 / ((Fintype.card ι : ℝ) * S) - r q₀ ≤ l → Stable r l := by
    intro l hl q
    linarith [hq q]
  have cont : ContinuousOn (localSum r)
      (Set.Icc (1 / ((Fintype.card ι : ℝ) * S) - r q₀) (1 / S - r q₀)) := by
    refine ContinuousOn.div_const (continuousOn_finsetSum _ fun q _ => ?_) _
    exact continuousOn_const.div (continuousOn_const.add continuousOn_id)
      (fun l hl => (stab l hl.1 q).ne')
  -- at the lower end the softest mode alone exhausts the sum rule
  have high : S ≤ localSum r (1 / ((Fintype.card ι : ℝ) * S) - r q₀) := by
    have h := corrected_le (stab _ le_rfl) q₀
    have e : corrected r (1 / ((Fintype.card ι : ℝ) * S) - r q₀) q₀
        = (Fintype.card ι : ℝ) * S := by
      unfold corrected
      rw [add_sub_cancel, one_div_one_div]
    rw [e] at h
    exact le_of_mul_le_mul_left h hN
  -- at the upper end every mode contributes at most `S`
  have low : localSum r (1 / S - r q₀) ≤ S := by
    have each : ∀ q, corrected r (1 / S - r q₀) q ≤ S := by
      intro q
      have h : 1 / S ≤ r q + (1 / S - r q₀) := by linarith [hq q]
      calc corrected r (1 / S - r q₀) q ≤ 1 / (1 / S) :=
            one_div_le_one_div_of_le (one_div_pos.mpr hS) h
        _ = S := one_div_one_div S
    unfold localSum
    rw [div_le_iff₀ hN]
    calc ∑ q, corrected r (1 / S - r q₀) q ≤ ∑ _q : ι, S :=
          Finset.sum_le_sum fun q _ => each q
      _ = S * (Fintype.card ι : ℝ) := by
          rw [Finset.sum_const, Finset.card_univ, nsmul_eq_mul, mul_comm]
  obtain ⟨l, hl, e⟩ := intermediate_value_Icc' (by linarith) cont ⟨low, high⟩
  exact ⟨l, hl, e⟩

/-- Moriya correction: for real inverse susceptibilities of any sign on a finite nonempty grid
and any `S > 0`, exactly one stable shift makes the local susceptibility equal to `S`. -/
theorem existsUnique_shift [Nonempty ι] (r : ι → ℝ) {S : ℝ} (hS : 0 < S) :
    ∃! l : ℝ, Stable r l ∧ localSum r l = S := by
  obtain ⟨q₀, hq⟩ := Finite.exists_min r
  obtain ⟨l, hl, e⟩ := exists_shift_in_bracket r hS q₀ hq
  have hN : (0 : ℝ) < Fintype.card ι := by exact_mod_cast Fintype.card_pos
  have hlo : 0 < 1 / ((Fintype.card ι : ℝ) * S) := by positivity
  have hst : Stable r l := by
    intro q
    linarith [hq q, hl.1]
  refine ⟨l, ⟨hst, e⟩, ?_⟩
  -- two stable solutions would contradict strict monotonicity
  rintro m ⟨hm, em⟩
  rcases lt_trichotomy m l with h | h | h
  · linarith [localSum_strictAnti hm h]
  · exact h
  · linarith [localSum_strictAnti hst h]

/-- For positive susceptibilities `x q` on a finite nonempty grid and any `S > 0`, there is
exactly one shift `l` with all `1 + l * x q` positive for which the corrected susceptibilities
`x q / (1 + l * x q)` average to `S`. -/
theorem existsUnique_shift_of_pos [Nonempty ι] (x : ι → ℝ) (hx : ∀ q, 0 < x q)
    {S : ℝ} (hS : 0 < S) :
    ∃! l : ℝ, (∀ q, 0 < 1 + l * x q) ∧
      (∑ q, x q / (1 + l * x q)) / (Fintype.card ι : ℝ) = S := by
  have e : ∀ l q, 1 / x q + l = (1 + l * x q) / x q := by
    intro l q
    rw [add_div, mul_div_cancel_right₀ _ (hx q).ne']
  have hsum : ∀ l, localSum (fun q => 1 / x q) l
      = (∑ q, x q / (1 + l * x q)) / (Fintype.card ι : ℝ) := by
    intro l
    simp only [localSum, corrected, e, one_div_div]
  have hstab : ∀ l, Stable (fun q => 1 / x q) l ↔ ∀ q, 0 < 1 + l * x q := by
    intro l
    constructor
    · intro h q
      have h1 : 0 < 1 / x q + l := h q
      rw [e] at h1
      have h2 := mul_pos h1 (hx q)
      rwa [div_mul_cancel₀ _ (hx q).ne'] at h2
    · intro h q
      change 0 < 1 / x q + l
      rw [e]
      exact div_pos (h q) (hx q)
  obtain ⟨l, ⟨h1, h2⟩, hu⟩ := existsUnique_shift (fun q => 1 / x q) hS
  refine ⟨l, ⟨(hstab l).1 h1, (hsum l).symm.trans h2⟩, ?_⟩
  rintro m ⟨m1, m2⟩
  exact hu m ⟨(hstab m).2 m1, (hsum m).trans m2⟩

/-- For two momenta with inverse susceptibilities `1` and `3`, the shifts `0` and `-5/2` give the
same local susceptibility `2/3`, but only the first is stable. -/
theorem unstable_second_root :
    (Stable (![1, 3] : Fin 2 → ℝ) 0 ∧ localSum (![1, 3] : Fin 2 → ℝ) 0 = 2 / 3) ∧
    (¬ Stable (![1, 3] : Fin 2 → ℝ) (-5 / 2) ∧
      localSum (![1, 3] : Fin 2 → ℝ) (-5 / 2) = 2 / 3) := by
  refine ⟨⟨?_, ?_⟩, ?_, ?_⟩
  · intro q
    fin_cases q <;> norm_num
  · norm_num [localSum, corrected, Fin.sum_univ_two]
  · intro h
    have h0 := h 0
    norm_num at h0
  · norm_num [localSum, corrected, Fin.sum_univ_two]

end

end MoriyaCorrection
```

```lean
#print axioms MoriyaCorrection.shift_pos_iff
#print axioms MoriyaCorrection.existsUnique_shift
#print axioms MoriyaCorrection.existsUnique_shift_of_pos
#print axioms MoriyaCorrection.unstable_second_root
```

```
'MoriyaCorrection.shift_pos_iff' depends on axioms: [propext, Classical.choice, Quot.sound]
'MoriyaCorrection.existsUnique_shift' depends on axioms: [propext, Classical.choice, Quot.sound]
'MoriyaCorrection.existsUnique_shift_of_pos' depends on axioms: [propext, Classical.choice, Quot.sound]
'MoriyaCorrection.unstable_second_root' depends on axioms: [propext, Classical.choice, Quot.sound]
```

## From the derivation to the Lean proof

`localSum_strictAnti` is the monotonicity step: `Finset.sum_lt_sum_of_nonempty` reduces the strict inequality of sums to one between reciprocals at each momentum. `shift_pos_iff` applies it in both directions to obtain the sign of the shift.

`corrected_le` is the bound. It rewrites $N\,X(\lambda)$ as the sum and then uses `Finset.single_le_sum`, with stability supplying the positive terms.

`exists_shift_in_bracket` follows the existence argument. Its local facts `stab` and `cont` give stability and continuity on the bracket, `high` is $X(\lambda_-)\ge S$, and `low` is $X(\lambda_+)\le S$. `intermediate_value_Icc'` is the form of the intermediate value theorem for a function whose larger value is at the left end.

`existsUnique_shift` picks the softest mode with `Finite.exists_min` and takes the solution from the bracket. It then compares any other stable solution `m` with `l` by `lt_trichotomy`; both strict orderings contradict monotonicity.

In `existsUnique_shift_of_pos`, `hsum` and `hstab` translate the sum rule and the stability condition to $x_q$, and the main theorem is applied to $1/x_q$. `unstable_second_root` is settled by evaluating the two-term sums and finding the negative denominator at the first momentum.
